# Normalised states of an angular momentum multiplet: \(J_-^k v/(k!\sqrt{\binom nk})\) is orthonormal and \(J_-^{n+1}v=0\)

To write out a multiplet of spin \(j=n/2\), for instance after coupling two angular momenta, one takes the state of highest \(J_z\), applies the lowering operator repeatedly, normalises each vector and stops after \(n\) steps. For one multiplet whose normalised top state \(v\) is already known, and with \(\hbar=1\), the result below gives the normalisation in closed form for \(k=0,\dots,n\) and the stopping point.

## Claim

Let \(J_+,J_-,J_z\) be linear operators on a complex inner product space \(E\), with \(\hbar=1\) and
\[ [J_z,J_-]=-J_-,\qquad [J_+,J_-]=2J_z,\qquad \langle J_+x,y\rangle=\langle x,J_-y\rangle \]
for all \(x,y\in E\). Let \(n\) be a natural number and \(v\) a unit vector with \(J_+v=0\) and \(J_zv=\tfrac n2 v\). Put \(w_k=J_-^kv\), \(N_k=k!\sqrt{\binom nk}\) and \(e_k=w_k/N_k\). Then \(e_0,\dots,e_n\) are orthonormal and \(w_{n+1}=0\).

## Derivation

Conjugating the adjoint relation gives \(\langle J_-x,y\rangle=\overline{\langle y,J_-x\rangle}=\overline{\langle J_+y,x\rangle}=\langle x,J_+y\rangle\). Hence \(\langle J_+J_-x,y\rangle=\langle J_-x,J_-y\rangle=\langle x,J_+J_-y\rangle\), and likewise for \(J_-J_+\), so \(J_z=\tfrac12(J_+J_--J_-J_+)\) is symmetric.

Let \(J_zv=jv\) with any number \(j\). If \(J_zw_k=(j-k)w_k\), then
\[ J_zw_{k+1}=J_-J_zw_k-J_-w_k=(j-k-1)\,w_{k+1}, \]
so \(J_zw_k=(j-k)w_k\) for all \(k\). Next, \(J_+w_1=J_-J_+v+2J_zv=2jv\), and if \(J_+w_{k+1}=(k+1)(2j-k)w_k\), then
\[ J_+w_{k+2}=J_-J_+w_{k+1}+2J_zw_{k+1}=\big[(k+1)(2j-k)+2(j-k-1)\big]w_{k+1}=(k+2)(2j-k-1)\,w_{k+1}. \]
With \(2j=n\),
\[ \|w_{k+1}\|^2=\langle J_-w_k,w_{k+1}\rangle=\langle w_k,J_+w_{k+1}\rangle=(k+1)(n-k)\,\|w_k\|^2 . \]
From \(\binom n{k+1}(k+1)=\binom nk(n-k)\) follows \(N_{k+1}^2=(k+1)^2\,(k!)^2\binom n{k+1}=(k+1)(n-k)N_k^2\). This is the same recursion, and \(N_0=1=\|w_0\|\), so \(\|w_k\|^2=N_k^2\) for all \(k\). For \(k\le n\) the constant \(N_k\) is positive and \(\|e_k\|=1\); at \(k=n+1\) the binomial coefficient vanishes, so \(w_{n+1}=0\). Finally, \(\langle J_zw_k,w_l\rangle=\langle w_k,J_zw_l\rangle\) with real eigenvalues gives \((l-k)\langle w_k,w_l\rangle=0\), which is orthogonality for \(k\ne l\).

For \(k<n\) put \(s_k=\sqrt{(k+1)(n-k)}\), so that \(N_{k+1}=s_kN_k\). Then \(J_-e_k=w_{k+1}/N_k=s_ke_{k+1}\) and \(J_+e_{k+1}=s_k^2w_k/N_{k+1}=s_ke_k\). With \(j=n/2\) and \(m=j-k\), \(s_k=\sqrt{(j+m)(j-m+1)}\).

For \(n=3\) the factors \((k+1)(n-k)\) at \(k=0,1,2,3\) are \(3,4,3,0\). The squared norms of \(w_0,\dots,w_4\) are therefore \(1,3,12,36,0\), the normalised states are \(v,\ w_1/\sqrt3,\ w_2/(2\sqrt3),\ w_3/6\), and \(s_0,s_1,s_2=\sqrt3,\,2,\,\sqrt3\). Dividing by \(\sqrt{\binom nk}\) alone and forgetting \(k!\) goes unnoticed for \(k\le1\), and so for all of spin \(\tfrac12\), but here it would leave \(w_2/\sqrt3\) with norm \(2\).

## Formal development

```lean
import Mathlib

open scoped InnerProductSpace Nat

namespace LadderMultiplet

noncomputable section

variable {E : Type*} [NormedAddCommGroup E] [InnerProductSpace ℂ E]
```

The space `E` has any dimension and need not be complete. The bracket `⟪x, y⟫_ℂ` is conjugate-linear in its first argument, as in Dirac notation.

```lean
/-- Ladder operators `P = J₊`, `M = J₋`, `Z = Jz` on a complex inner product space:
`[Jz, J₋] = -J₋`, `[J₊, J₋] = 2 Jz`, and `J₋` is adjoint to `J₊`. -/
structure IsLadder (P M Z : Module.End ℂ E) : Prop where
  comm_z_lower : Z * M - M * Z = -M
  comm_raise_lower : P * M - M * P = (2 : ℂ) • Z
  adjoint : ∀ x y, ⟪P x, y⟫_ℂ = ⟪x, M y⟫_ℂ
```

`P`, `M`, `Z` are \(J_+,J_-,J_z\), as linear maps defined on all of `E`, with `*` for composition. Continuity is not required, but unbounded operators enter only through a common domain that all three map into itself, taken as `E`. The structure holds the three relations of the claim and nothing else.

```lean
/-- The normalisation constant `k! √(n choose k)`. -/
def normConst (n k : ℕ) : ℝ := (k ! : ℝ) * √(n.choose k : ℝ)

/-- The vector `J₋^k v / (k! √(n choose k))`. -/
def state (n : ℕ) (M : Module.End ℂ E) (v : E) (k : ℕ) : E :=
  (normConst n k : ℂ)⁻¹ • (M ^ k) v
```

`normConst n k` is \(N_k\) and `state n M v k` is \(e_k\). For \(k>n\) the constant is zero and Lean's inverse of zero is zero, so `state` is then the zero vector; the theorems about states keep to indices up to \(n\).

```lean
variable {P M Z : Module.End ℂ E} {v : E}

/-- `J₊` is adjoint to `J₋`. -/
theorem IsLadder.adjoint' (h : IsLadder P M Z) (x y : E) : ⟪M x, y⟫_ℂ = ⟪x, P y⟫_ℂ := by
  rw [← inner_conj_symm (M x) y, ← h.adjoint y x, inner_conj_symm]

/-- `Jz` is a symmetric operator. -/
theorem IsLadder.jz_symmetric (h : IsLadder P M Z) : Z.IsSymmetric := by
  intro x y
  have hz : ∀ w, (2 : ℂ) • Z w = P (M w) - M (P w) := fun w => by
    have h0 := LinearMap.congr_fun h.comm_raise_lower w
    simp only [LinearMap.sub_apply, Module.End.mul_apply, LinearMap.smul_apply] at h0
    exact h0.symm
  -- both `J₊ J₋` and `J₋ J₊` are symmetric
  have h1 : ⟪(2 : ℂ) • Z x, y⟫_ℂ = ⟪x, (2 : ℂ) • Z y⟫_ℂ := by
    rw [hz x, hz y, inner_sub_left, inner_sub_right, h.adjoint (M x) y, h.adjoint' x (M y),
      h.adjoint' (P x) y, h.adjoint x (P y)]
  have h2 : (starRingEnd ℂ) 2 = 2 := map_ofNat _ 2
  rw [inner_smul_left, inner_smul_right, h2] at h1
  exact mul_left_cancel₀ two_ne_zero h1
```

These two lemmas are the first paragraph of the derivation. In `jz_symmetric`, `h1` moves both products across the bracket one factor at a time, and the real factor \(2\) is then cancelled.

```lean
/-- The remaining ladder relation `[Jz, J₊] = J₊` holds. -/
theorem IsLadder.comm_z_raise (h : IsLadder P M Z) : Z * P - P * Z = P := by
  refine LinearMap.ext fun x => ext_inner_right ℂ fun y => ?_
  have h0 := LinearMap.congr_fun h.comm_z_lower y
  simp only [LinearMap.sub_apply, Module.End.mul_apply, LinearMap.neg_apply] at h0
  have hm : M (Z y) - Z (M y) = M y := by rw [← neg_sub, h0, neg_neg]
  have hs := h.jz_symmetric
  simp only [LinearMap.sub_apply, Module.End.mul_apply]
  rw [inner_sub_left, hs (P x) y, h.adjoint x (Z y), h.adjoint (Z x) y, hs x (M y),
    h.adjoint x y, ← inner_sub_right, hm]
```

The commutator \([J_z,J_+]=J_+\) follows by taking adjoints: \(\langle[J_z,J_+]x,y\rangle=\langle x,(J_-J_z-J_zJ_-)y\rangle=\langle x,J_-y\rangle=\langle J_+x,y\rangle\) for every \(y\). The later proofs do not use it.

```lean
/-- If `Jz v = j v` then `Jz J₋^k v = (j - k) J₋^k v`. -/
theorem IsLadder.jz_lower_pow (h : IsLadder P M Z) {j : ℂ} (hZ : Z v = j • v) (k : ℕ) :
    Z ((M ^ k) v) = (j - k) • (M ^ k) v := by
  have h0 : ∀ w, Z (M w) = M (Z w) - M w := fun w => by
    have h1 := LinearMap.congr_fun h.comm_z_lower w
    simp only [LinearMap.sub_apply, Module.End.mul_apply, LinearMap.neg_apply] at h1
    rw [sub_eq_iff_eq_add.mp h1]
    abel
  induction k with
  | zero => simp [hZ]
  | succ k ih =>
    rw [pow_succ', Module.End.mul_apply, h0, ih, map_smul]
    push_cast
    module

/-- If `J₊ v = 0` and `Jz v = j v` then `J₊ J₋^(k+1) v = (k+1)(2j - k) J₋^k v`. -/
theorem IsLadder.raise_lower_pow (h : IsLadder P M Z) {j : ℂ} (hP : P v = 0)
    (hZ : Z v = j • v) (k : ℕ) :
    P ((M ^ (k + 1)) v) = (((k : ℂ) + 1) * (2 * j - k)) • (M ^ k) v := by
  have hp : ∀ w, P (M w) = M (P w) + (2 : ℂ) • Z w := fun w => by
    have h1 := LinearMap.congr_fun h.comm_raise_lower w
    simp only [LinearMap.sub_apply, Module.End.mul_apply, LinearMap.smul_apply] at h1
    rw [sub_eq_iff_eq_add.mp h1, add_comm]
  induction k with
  | zero =>
    rw [pow_succ', Module.End.mul_apply, hp]
    simp only [pow_zero, Module.End.one_apply, hP, hZ, map_zero]
    push_cast
    module
  | succ k ih =>
    have e : M ((M ^ k) v) = (M ^ (k + 1)) v := by rw [pow_succ', Module.End.mul_apply]
    rw [pow_succ' M (k + 1), Module.End.mul_apply, hp, ih, h.jz_lower_pow hZ (k + 1),
      map_smul, e]
    push_cast
    module
```

Both inductions allow any complex `j`. The facts `h0` and `hp` are the commutators applied to a vector, `pow_succ'` splits off the outermost \(J_-\), and `module` checks the identity between coefficients.

```lean
/-- The numbers `(k!)² (n choose k)` pick up the factor `(k+1)(n-k)` from `k` to `k+1`. -/
theorem choose_step (n k : ℕ) :
    ((k + 1)! : ℝ) ^ 2 * (n.choose (k + 1) : ℝ)
      = ((k : ℝ) + 1) * (n - k) * ((k ! : ℝ) ^ 2 * (n.choose k : ℝ)) := by
  have h : (n.choose (k + 1) : ℝ) * (k + 1) = (n.choose k : ℝ) * (n - k) := by
    rcases le_or_gt k n with hk | hk
    · have h1 := congrArg (Nat.cast : ℕ → ℝ) (Nat.choose_succ_right_eq n k)
      push_cast [Nat.cast_sub hk] at h1
      exact h1
    · rw [Nat.choose_eq_zero_of_lt hk, Nat.choose_eq_zero_of_lt (by omega : n < k + 1)]
      simp
  rw [Nat.factorial_succ]
  push_cast
  linear_combination ((k : ℝ) + 1) * (k ! : ℝ) ^ 2 * h
```

This is the recursion for \(N_k^2\), with `n - k` a difference of reals. Mathlib's `Nat.choose_succ_right_eq` uses truncated subtraction of naturals, which agrees with it for \(k\le n\); for \(k>n\) both binomial coefficients vanish.

```lean
/-- If `J₊ v = 0` and `Jz v = (n/2) v` then `‖J₋^k v‖² = (k!)² (n choose k) ‖v‖²` for all `k`. -/
theorem IsLadder.norm_sq_lower_pow (h : IsLadder P M Z) {n : ℕ} (hP : P v = 0)
    (hZ : Z v = ((n : ℂ) / 2) • v) (k : ℕ) :
    ‖(M ^ k) v‖ ^ 2 = (k ! : ℝ) ^ 2 * (n.choose k : ℝ) * ‖v‖ ^ 2 := by
  have hin : ∀ x : E, ⟪x, x⟫_ℂ = ((‖x‖ ^ 2 : ℝ) : ℂ) := fun x => by
    rw [inner_self_eq_norm_sq_to_K]
    push_cast
    rfl
  induction k with
  | zero => simp
  | succ k ih =>
    have e : M ((M ^ k) v) = (M ^ (k + 1)) v := by rw [pow_succ', Module.End.mul_apply]
    -- move one `J₋` across the inner product, where it acts as `J₊`
    have key : ((‖(M ^ (k + 1)) v‖ ^ 2 : ℝ) : ℂ)
        = ((((k : ℝ) + 1) * (n - k) : ℝ) : ℂ) * ((‖(M ^ k) v‖ ^ 2 : ℝ) : ℂ) := by
      rw [← hin ((M ^ (k + 1)) v), ← hin ((M ^ k) v)]
      calc ⟪(M ^ (k + 1)) v, (M ^ (k + 1)) v⟫_ℂ
          = ⟪M ((M ^ k) v), (M ^ (k + 1)) v⟫_ℂ := by rw [e]
        _ = ⟪(M ^ k) v, P ((M ^ (k + 1)) v)⟫_ℂ := h.adjoint' _ _
        _ = _ := by
          rw [h.raise_lower_pow hP hZ, inner_smul_right]
          push_cast
          ring
    have key' : ‖(M ^ (k + 1)) v‖ ^ 2 = ((k : ℝ) + 1) * (n - k) * ‖(M ^ k) v‖ ^ 2 :=
      Complex.ofReal_injective (by rw [Complex.ofReal_mul]; exact key)
    rw [key', ih, choose_step]
    ring
```

The norm formula holds for every `k` and any `‖v‖`. The `calc` block in `key` is the chain of inner products written above, and `key'` brings it from complex to real numbers.

```lean
/-- For a unit vector `v` with `J₊ v = 0` and `Jz v = (n/2) v`, the vectors
`J₋^k v / (k! √(n choose k))`, `k = 0, …, n`, are orthonormal, and `J₋^(n+1) v = 0`. -/
theorem IsLadder.orthonormal_states (h : IsLadder P M Z) {n : ℕ} (hv : ‖v‖ = 1)
    (hP : P v = 0) (hZ : Z v = ((n : ℂ) / 2) • v) :
    Orthonormal ℂ (fun k : Fin (n + 1) => state n M v k) ∧ (M ^ (n + 1)) v = 0 := by
  refine ⟨⟨fun k => ?_, fun k l hkl => ?_⟩, ?_⟩
  · have hc : (0 : ℝ) < n.choose k := by
      exact_mod_cast Nat.choose_pos (Nat.lt_succ_iff.mp k.2)
    have hN : 0 < normConst n k := by unfold normConst; positivity
    have hn : ‖(M ^ (k : ℕ)) v‖ = normConst n k := by
      refine (sq_eq_sq₀ (norm_nonneg _) hN.le).mp ?_
      rw [h.norm_sq_lower_pow hP hZ, hv, normConst, mul_pow, Real.sq_sqrt hc.le]
      ring
    show ‖state n M v k‖ = 1
    rw [state, norm_smul, norm_inv, Complex.norm_real, Real.norm_of_nonneg hN.le, hn,
      inv_mul_cancel₀ hN.ne']
  · -- distinct real eigenvalues of the symmetric `Jz`
    have hs := h.jz_symmetric ((M ^ (k : ℕ)) v) ((M ^ (l : ℕ)) v)
    have hc : (starRingEnd ℂ) ((n : ℂ) / 2 - (k : ℕ)) = (n : ℂ) / 2 - (k : ℕ) := by
      rw [map_sub, map_div₀, map_natCast, map_natCast, map_ofNat]
    rw [h.jz_lower_pow hZ k, h.jz_lower_pow hZ l, inner_smul_left, inner_smul_right, hc] at hs
    have h0 : (((l : ℕ) : ℂ) - (k : ℕ)) * ⟪(M ^ (k : ℕ)) v, (M ^ (l : ℕ)) v⟫_ℂ = 0 := by
      linear_combination hs
    have hne : ((l : ℕ) : ℂ) - (k : ℕ) ≠ 0 := fun e =>
      hkl (Fin.ext (Nat.cast_injective (R := ℂ) (sub_eq_zero.mp e))).symm
    show ⟪state n M v k, state n M v l⟫_ℂ = 0
    simp only [state]
    rw [inner_smul_left, inner_smul_right, (mul_eq_zero.mp h0).resolve_left hne, mul_zero,
      mul_zero]
  · -- the norm vanishes with `n choose (n+1)`
    have h0 := h.norm_sq_lower_pow hP hZ (n + 1)
    rw [Nat.choose_succ_self, Nat.cast_zero, mul_zero, zero_mul] at h0
    exact norm_eq_zero.mp (pow_eq_zero_iff two_ne_zero |>.mp h0)
```

The main theorem indexes the family by `Fin (n + 1)`, that is \(k=0,\dots,n\). Its proof has three branches: unit norm through `hn`, which is \(\|w_k\|=N_k\); orthogonality through the equation \((l-k)\langle w_k,w_l\rangle=0\); and termination through `Nat.choose_succ_self`. At \(n=0\) it says that \(v\) is a unit vector with \(J_-v=0\).

The existence of \(v\) and the value \(n/2\) of its eigenvalue are hypotheses. That the top eigenvalue must be a non-negative integer or half-integer is not derived, and the theorem says nothing about vectors of \(E\) outside the span of the \(e_k\).

```lean
/-- If `J₊ v = 0` and `Jz v = (n/2) v`, then with `e k = J₋^k v / (k! √(n choose k))` and `k < n`: `Jz e k = (n/2 - k) e k`,
`J₋ e k = √((k+1)(n-k)) e (k+1)` and `J₊ e (k+1) = √((k+1)(n-k)) e k`. -/
theorem IsLadder.action_on_states (h : IsLadder P M Z) {n k : ℕ} (hP : P v = 0)
    (hZ : Z v = ((n : ℂ) / 2) • v) (hk : k < n) :
    Z (state n M v k) = ((n : ℂ) / 2 - k) • state n M v k ∧
    M (state n M v k) = ((√(((k : ℝ) + 1) * (n - k)) : ℝ) : ℂ) • state n M v (k + 1) ∧
    P (state n M v (k + 1)) = ((√(((k : ℝ) + 1) * (n - k)) : ℝ) : ℂ) • state n M v k := by
  have hkn : (0 : ℝ) < n - k := sub_pos.mpr (by exact_mod_cast hk)
  have hpos : (0 : ℝ) < ((k : ℝ) + 1) * (n - k) := by positivity
  have hs0 := Real.sqrt_pos.mpr hpos
  have hs2 := Real.sq_sqrt hpos.le
  generalize √(((k : ℝ) + 1) * (n - k)) = s at hs0 hs2 ⊢
  have hc : (0 : ℝ) < n.choose k := by exact_mod_cast Nat.choose_pos hk.le
  have hN : 0 < normConst n k := by unfold normConst; positivity
  have hsq : ∀ m, normConst n m ^ 2 = (m ! : ℝ) ^ 2 * (n.choose m : ℝ) := fun m => by
    rw [normConst, mul_pow, Real.sq_sqrt (Nat.cast_nonneg _)]
  -- recursion for the normalisation constant
  have hstep : normConst n (k + 1) = s * normConst n k := by
    refine (sq_eq_sq₀ (by unfold normConst; positivity) (mul_pos hs0 hN).le).mp ?_
    rw [mul_pow s, hsq, hsq, hs2, choose_step]
  have hsC : (s : ℂ) ≠ 0 := by exact_mod_cast hs0.ne'
  have hNC : (normConst n k : ℂ) ≠ 0 := by exact_mod_cast hN.ne'
  have hcoef : ((k : ℂ) + 1) * (2 * ((n : ℂ) / 2) - k) = (s : ℂ) ^ 2 := by
    have h1 := congrArg Complex.ofReal hs2
    push_cast at h1
    rw [h1]
    ring
  have e : M ((M ^ k) v) = (M ^ (k + 1)) v := by rw [pow_succ', Module.End.mul_apply]
  simp only [state]
  refine ⟨?_, ?_, ?_⟩
  · rw [map_smul, h.jz_lower_pow hZ, smul_comm]
  · rw [map_smul, e, smul_smul, hstep]
    congr 1
    push_cast
    field_simp
  · rw [map_smul, h.raise_lower_pow hP hZ, hcoef, smul_smul, smul_smul, hstep]
    congr 1
    push_cast
    field_simp
```

This gives \(J_ze_k=(\tfrac n2-k)e_k\) and the two ladder formulas for `k < n`, with `s` for \(s_k\) and `hstep` for \(N_{k+1}=s_kN_k\). The norm of `v` is not needed. The definition of \(e_k\) fixes the relative phases so that all ladder coefficients are positive. The eigenvalue of the last state \(e_n\) lies outside the range `k < n`; `jz_lower_pow` gives it for the unnormalised \(w_n\).

```lean
/-- The operator on `ℂ²` with matrix rows `(a, b)` and `(c, d)`. -/
def ofMat (a b c d : ℂ) : Module.End ℂ (EuclideanSpace ℂ (Fin 2)) where
  toFun x := !₂[a * x 0 + b * x 1, c * x 0 + d * x 1]
  map_add' x y := by ext i; fin_cases i <;> simp <;> ring
  map_smul' r x := by ext i; fin_cases i <;> simp <;> ring

/-- The spin-1/2 matrices on `ℂ²` with `v = (1, 0)` meet all hypotheses for `n = 1`. -/
theorem ladder_witness :
    IsLadder (ofMat 0 1 0 0) (ofMat 0 0 1 0) (ofMat (1 / 2) 0 0 (-1 / 2)) ∧
    ‖(!₂[1, 0] : EuclideanSpace ℂ (Fin 2))‖ = 1 ∧
    ofMat 0 1 0 0 (!₂[1, 0]) = 0 ∧
    ofMat (1 / 2) 0 0 (-1 / 2) (!₂[1, 0])
      = (((1 : ℕ) : ℂ) / 2) • (!₂[1, 0] : EuclideanSpace ℂ (Fin 2)) := by
  refine ⟨⟨LinearMap.ext fun x => ?_, LinearMap.ext fun x => ?_, fun x y => ?_⟩, ?_, ?_, ?_⟩
  · ext i
    fin_cases i <;> simp [ofMat]
    all_goals ring
  · ext i
    fin_cases i <;> simp [ofMat]
    all_goals ring
  · simp [ofMat, PiLp.inner_apply, Fin.sum_univ_two]
  · simp [EuclideanSpace.norm_eq, Fin.sum_univ_two]
  · ext i; fin_cases i <;> simp [ofMat]
  · ext i; fin_cases i <;> simp [ofMat]

end

end LadderMultiplet
```

On \(\mathbb C^2\), the matrices \(J_+=\begin{pmatrix}0&1\\0&0\end{pmatrix}\), \(J_-=\begin{pmatrix}0&0\\1&0\end{pmatrix}\), \(J_z=\operatorname{diag}(\tfrac12,-\tfrac12)\) with \(v=(1,0)\) satisfy every hypothesis of `orthonormal_states` for \(n=1\), checked component by component.

```lean
#print axioms LadderMultiplet.IsLadder.comm_z_raise
-- 'LadderMultiplet.IsLadder.comm_z_raise' depends on axioms: [propext, Classical.choice, Quot.sound]
#print axioms LadderMultiplet.IsLadder.orthonormal_states
-- 'LadderMultiplet.IsLadder.orthonormal_states' depends on axioms: [propext, Classical.choice, Quot.sound]
#print axioms LadderMultiplet.IsLadder.action_on_states
-- 'LadderMultiplet.IsLadder.action_on_states' depends on axioms: [propext, Classical.choice, Quot.sound]
```
